# Gauge invariance of the tree-level Compton amplitude for on-shell electrons

If the Compton amplitude changed when a multiple of a photon's momentum was added to its polarisation, the same photon would scatter with a probability that depended on the choice of gauge. At tree level the sum of the two diagrams is free of this defect, provided that momentum is conserved, both external electrons obey their Dirac equations and neither internal propagator is singular.

```lean
import Mathlib

open Matrix

namespace ComptonGaugeInvariance

noncomputable section

variable {n : Type*} [Fintype n] [DecidableEq n]

/-- The free Dirac propagator `(Q - m)⁻¹` at slashed momentum `Q`, without the factor `i`;
its domain is the set of `Q` for which `Q - m` is invertible. -/
def propagator (m : ℂ) (Q : Matrix n n ℂ) : Matrix n n ℂ :=
  (Q - m • (1 : Matrix n n ℂ))⁻¹

/-- The direct diagram: the electron absorbs the incoming photon, propagates with
momentum `P + K`, and emits the outgoing photon. Its domain is `P + K - m` invertible. -/
def directDiagram (m : ℂ) (P K eIn eOut : Matrix n n ℂ) (w u : n → ℂ) : ℂ :=
  w ⬝ᵥ ((eOut * propagator m (P + K) * eIn) *ᵥ u)

/-- The crossed diagram: the electron emits the outgoing photon, propagates with
momentum `P - K'`, and absorbs the incoming photon. Its domain is `P - K' - m` invertible. -/
def crossedDiagram (m : ℂ) (P K' eIn eOut : Matrix n n ℂ) (w u : n → ℂ) : ℂ :=
  w ⬝ᵥ ((eIn * propagator m (P - K') * eOut) *ᵥ u)

/-- The tree Compton amplitude, up to constant factors: the sum of the direct and the crossed
diagram, on the domain where `P + K - m` and `P - K' - m` are invertible. -/
def comptonAmplitude (m : ℂ) (P K K' eIn eOut : Matrix n n ℂ) (w u : n → ℂ) : ℂ :=
  directDiagram m P K eIn eOut w u + crossedDiagram m P K' eIn eOut w u

/-- Compton kinematics: momentum is conserved, the spinors `u` and `w` of the incoming and
outgoing electron solve their Dirac equations, and both internal propagators exist. -/
structure ComptonKinematics (m : ℂ) (P K P' K' : Matrix n n ℂ) (w u : n → ℂ) : Prop where
  conservation : P + K = P' + K'
  incoming : P *ᵥ u = m • u
  outgoing : w ᵥ* P' = m • w
  direct_regular : IsUnit (P + K - m • (1 : Matrix n n ℂ))
  crossed_regular : IsUnit (P - K' - m • (1 : Matrix n n ℂ))

/-- Ward–Takahashi identity for free propagators: where both propagators exist, inserting the
photon momentum `K` between them gives their difference. -/
theorem ward_takahashi (m : ℂ) (Q K : Matrix n n ℂ)
    (h₁ : IsUnit (Q + K - m • (1 : Matrix n n ℂ)))
    (h₀ : IsUnit (Q - m • (1 : Matrix n n ℂ))) :
    propagator m (Q + K) * K * propagator m Q = propagator m Q - propagator m (Q + K) := by
  -- the photon momentum is the difference of two inverse propagators
  have hK : (Q + K - m • (1 : Matrix n n ℂ)) - (Q - m • (1 : Matrix n n ℂ)) = K := by abel
  unfold propagator
  calc (Q + K - m • (1 : Matrix n n ℂ))⁻¹ * K * (Q - m • (1 : Matrix n n ℂ))⁻¹
      = (Q + K - m • (1 : Matrix n n ℂ))⁻¹ *
          ((Q + K - m • (1 : Matrix n n ℂ)) - (Q - m • (1 : Matrix n n ℂ))) *
          (Q - m • (1 : Matrix n n ℂ))⁻¹ := by rw [hK]
    _ = _ := by
      rw [mul_sub, sub_mul, Matrix.nonsing_inv_mul _ ((Matrix.isUnit_iff_isUnit_det _).mp h₁),
        one_mul, mul_assoc, Matrix.mul_nonsing_inv _ ((Matrix.isUnit_iff_isUnit_det _).mp h₀),
        mul_one]

/-- If `u` solves the Dirac equation at momentum `P` and the propagator at `P + K` exists,
that propagator undoes the action of `K` on `u`. -/
theorem propagator_cancels_column {m : ℂ} {P K : Matrix n n ℂ} {u : n → ℂ}
    (hu : P *ᵥ u = m • u) (h : IsUnit (P + K - m • (1 : Matrix n n ℂ))) :
    propagator m (P + K) *ᵥ (K *ᵥ u) = u := by
  have hK : K *ᵥ u = (P + K - m • (1 : Matrix n n ℂ)) *ᵥ u := by
    rw [Matrix.sub_mulVec, Matrix.add_mulVec, Matrix.smul_mulVec, Matrix.one_mulVec, hu]
    abel
  rw [propagator, hK, Matrix.mulVec_mulVec,
    Matrix.nonsing_inv_mul _ ((Matrix.isUnit_iff_isUnit_det _).mp h), Matrix.one_mulVec]

/-- If the row spinor `w` solves the Dirac equation at momentum `P` and the propagator at
`P + K` exists, that propagator undoes the action of `K` on `w`. -/
theorem propagator_cancels_row {m : ℂ} {P K : Matrix n n ℂ} {w : n → ℂ}
    (hw : w ᵥ* P = m • w) (h : IsUnit (P + K - m • (1 : Matrix n n ℂ))) :
    (w ᵥ* K) ᵥ* propagator m (P + K) = w := by
  have hK : w ᵥ* K = w ᵥ* (P + K - m • (1 : Matrix n n ℂ)) := by
    rw [Matrix.vecMul_sub, Matrix.vecMul_add, Matrix.vecMul_smul, Matrix.vecMul_one, hw]
    abel
  rw [propagator, hK, Matrix.vecMul_vecMul,
    Matrix.mul_nonsing_inv _ ((Matrix.isUnit_iff_isUnit_det _).mp h), Matrix.vecMul_one]

variable {m : ℂ} {P K P' K' : Matrix n n ℂ} {w u : n → ℂ}

/-- In Compton kinematics, with the incoming polarisation replaced by `K`, the direct diagram
reduces to the contact term `w e u`. -/
theorem direct_longitudinal (h : ComptonKinematics m P K P' K' w u) (e : Matrix n n ℂ) :
    directDiagram m P K K e w u = w ⬝ᵥ (e *ᵥ u) := by
  rw [directDiagram, ← Matrix.mulVec_mulVec, ← Matrix.mulVec_mulVec,
    propagator_cancels_column h.incoming h.direct_regular]

/-- In Compton kinematics, with the incoming polarisation replaced by `K`, the crossed diagram
reduces to the opposite contact term `-w e u`. -/
theorem crossed_longitudinal (h : ComptonKinematics m P K P' K' w u) (e : Matrix n n ℂ) :
    crossedDiagram m P K' K e w u = -(w ⬝ᵥ (e *ᵥ u)) := by
  -- momentum conservation: the internal momentum is also `P' - K`
  have hQ : P - K' = P' + -K := by
    linear_combination (norm := abel) h.conservation
  have hr := h.crossed_regular
  rw [hQ] at hr
  have hc := propagator_cancels_row h.outgoing hr
  rw [Matrix.vecMul_neg, Matrix.neg_vecMul] at hc
  rw [crossedDiagram, hQ, Matrix.dotProduct_mulVec, ← Matrix.vecMul_vecMul,
    ← Matrix.vecMul_vecMul, neg_eq_iff_eq_neg.mp hc, Matrix.neg_vecMul, neg_dotProduct,
    ← Matrix.dotProduct_mulVec]

/-- Gauge invariance of the tree Compton amplitude: in Compton kinematics it vanishes when the
polarisation of the incoming photon is replaced by its momentum. -/
theorem compton_gauge_invariance (h : ComptonKinematics m P K P' K' w u)
    (e : Matrix n n ℂ) : comptonAmplitude m P K K' K e w u = 0 := by
  rw [comptonAmplitude, direct_longitudinal h, crossed_longitudinal h, add_neg_cancel]

/-- In Compton kinematics the tree amplitude also vanishes when the polarisation of the
outgoing photon is replaced by its momentum. -/
theorem compton_gauge_invariance_outgoing (h : ComptonKinematics m P K P' K' w u)
    (e : Matrix n n ℂ) : comptonAmplitude m P K K' e K' w u = 0 := by
  have hr := h.direct_regular
  rw [h.conservation] at hr
  have hs := h.crossed_regular
  rw [sub_eq_add_neg P K'] at hs
  -- now the row spinor cancels the direct propagator, the column spinor the crossed one
  have hd := propagator_cancels_row h.outgoing hr
  have hc := propagator_cancels_column h.incoming hs
  rw [Matrix.neg_mulVec, Matrix.mulVec_neg] at hc
  have h₁ : directDiagram m P K e K' w u = w ⬝ᵥ (e *ᵥ u) := by
    rw [directDiagram, h.conservation, Matrix.dotProduct_mulVec, ← Matrix.vecMul_vecMul,
      ← Matrix.vecMul_vecMul, hd, ← Matrix.dotProduct_mulVec]
  have h₂ : crossedDiagram m P K' e K' w u = -(w ⬝ᵥ (e *ᵥ u)) := by
    rw [crossedDiagram, sub_eq_add_neg P K', ← Matrix.mulVec_mulVec, ← Matrix.mulVec_mulVec,
      neg_eq_iff_eq_neg.mp hc, Matrix.mulVec_neg, dotProduct_neg]
  rw [comptonAmplitude, h₁, h₂, add_neg_cancel]

/-- In Compton kinematics the tree amplitude is unchanged when each photon polarisation is
shifted by any multiple of that photon's momentum. -/
theorem compton_gauge_shift (h : ComptonKinematics m P K P' K' w u)
    (eIn eOut : Matrix n n ℂ) (c c' : ℂ) :
    comptonAmplitude m P K K' (eIn + c • K) (eOut + c' • K') w u =
      comptonAmplitude m P K K' eIn eOut w u := by
  have h₁ := compton_gauge_invariance h (eOut + c' • K')
  have h₂ := compton_gauge_invariance_outgoing h eIn
  -- the amplitude is linear in each polarisation
  simp only [comptonAmplitude, directDiagram, crossedDiagram, mul_add, add_mul,
    Matrix.mul_smul, Matrix.smul_mul, Matrix.add_mulVec, Matrix.smul_mulVec,
    dotProduct_add, dotProduct_smul, smul_eq_mul] at h₁ h₂ ⊢
  linear_combination c * h₁ + c' * h₂

/-- The slashed momentum `E γ⁰ - p γ¹` in one space dimension, in a two-component
representation of the Dirac matrices. -/
def slash (E p : ℂ) : Matrix (Fin 2) (Fin 2) ℂ := !![0, E - p; E + p, 0]

/-- Compton backscattering in one space dimension off an electron of mass 1 at rest, with the
photon energy going from 1/2 to 1/4, satisfies the Compton kinematics. -/
theorem comptonKinematics_witness :
    ComptonKinematics 1 (slash 1 0) (slash (1 / 2) (-1 / 2)) (slash (5 / 4) (-3 / 4))
      (slash (1 / 4) (1 / 4)) ![1, 2] ![1, 1] where
  conservation := by
    ext i j
    fin_cases i <;> fin_cases j <;> norm_num [slash]
  incoming := by
    ext i
    fin_cases i <;> norm_num [slash, Matrix.mulVec, dotProduct, Fin.sum_univ_two]
  outgoing := by
    ext i
    fin_cases i <;> norm_num [slash, Matrix.vecMul, dotProduct, Fin.sum_univ_two]
  direct_regular := by
    rw [Matrix.isUnit_iff_isUnit_det, isUnit_iff_ne_zero, Matrix.det_fin_two]
    norm_num [slash]
  crossed_regular := by
    rw [Matrix.isUnit_iff_isUnit_det, isUnit_iff_ne_zero, Matrix.det_fin_two]
    norm_num [slash]

/-- In this backscattering process the direct diagram alone does not vanish when the incoming
polarisation is replaced by the photon momentum and the outgoing one is spatial. -/
theorem direct_diagram_alone_ne_zero :
    directDiagram 1 (slash 1 0) (slash (1 / 2) (-1 / 2)) (slash (1 / 2) (-1 / 2))
      (slash 0 1) ![1, 2] ![1, 1] ≠ 0 := by
  rw [direct_longitudinal comptonKinematics_witness]
  norm_num [slash, Matrix.mulVec, dotProduct, Fin.sum_univ_two]

end

end ComptonGaugeInvariance
```

```lean
#print axioms ComptonGaugeInvariance.ward_takahashi
#print axioms ComptonGaugeInvariance.compton_gauge_invariance
#print axioms ComptonGaugeInvariance.compton_gauge_shift
#print axioms ComptonGaugeInvariance.direct_diagram_alone_ne_zero
```

```
'ComptonGaugeInvariance.ward_takahashi' depends on axioms: [propext, Classical.choice, Quot.sound]
'ComptonGaugeInvariance.compton_gauge_invariance' depends on axioms: [propext, Classical.choice, Quot.sound]
'ComptonGaugeInvariance.compton_gauge_shift' depends on axioms: [propext, Classical.choice, Quot.sound]
'ComptonGaugeInvariance.direct_diagram_alone_ne_zero' depends on axioms: [propext, Classical.choice, Quot.sound]
```

## Electrons, photons and two diagrams

An electron of momentum \(p\) absorbs a photon of momentum \(k\) and emits one of momentum \(k'\), leaving with momentum \(p'\). The capital letters in the code are the slashed momenta: \(P=\gamma^\mu p_\mu\), and likewise \(K\), \(P'\) and \(K'\). The column \(u\) is the incoming spinor. The row \(w\) is what textbooks write as \(\bar u(p')\); the product `⬝ᵥ` does not conjugate, so the Dirac adjoint must already have been taken. The matrices `eIn` and `eOut` are slashed polarisations, the outgoing one with its complex conjugation included. The letter \(e\) below is such a matrix, not the electric charge.

With \(S(Q)=(Q-m)^{-1}\), called `propagator`, the amplitude is

\[
M(e_{\rm in},e_{\rm out})
= w\,e_{\rm out}\,S(P+K)\,e_{\rm in}\,u
+ w\,e_{\rm in}\,S(P-K')\,e_{\rm out}\,u .
\]

The first term is `directDiagram`, where absorption comes first, and the second is `crossedDiagram`. Factors of \(i\) and the coupling constant are left out; they are common to both terms.

The structure `ComptonKinematics` collects the assumptions:

- `conservation`: \(P+K=P'+K'\).
- `incoming` and `outgoing`: \(Pu=mu\) and \(wP'=mw\), the Dirac equations of the external electrons.
- `direct_regular` and `crossed_regular`: \(P+K-m\) and \(P-K'-m\) are invertible. For Dirac matrices this says that the internal electron is off its mass shell, which is the case for a massive electron and real photons of nonzero energy.

Under these assumptions `compton_gauge_invariance` states that \(M(K,e)=0\) for every matrix \(e\), and `compton_gauge_invariance_outgoing` that \(M(e,K')=0\). Then `compton_gauge_shift` gives, for all complex \(c\) and \(c'\),

\[
M(e_{\rm in}+cK,\;e_{\rm out}+c'K')=M(e_{\rm in},e_{\rm out}).
\]

The matrices may have any finite size, and neither the Clifford relations nor \(k^2=0\) is used. The two-term amplitude is a definition here; its derivation from the Feynman rules of quantum electrodynamics is the step that links the theorems to real scattering. For this tree-level process with free external electrons, \(M(K,e)=0\) and \(M(e,K')=0\) are what permit replacing the sum over physical photon polarisations by \(-g_{\mu\nu}\) in the unpolarised cross section.

## The photon momentum cancels a propagator

Put \(e_{\rm in}=K\). Since \((P-m)u=0\),

\[
Ku=(P+K-m)u-(P-m)u=(P+K-m)u,
\qquad\text{so}\qquad S(P+K)\,Ku=u .
\]

The direct diagram is therefore \(w\,e\,u\).

In the crossed diagram \(K\) stands next to \(w\). Momentum conservation gives \(P-K'=P'-K\), and \(w(P'-m)=0\), hence

\[
w(P-K'-m)=w(P'-K-m)=-wK,
\qquad\text{so}\qquad wK\,S(P-K')=-w .
\]

The crossed diagram is \(-w\,e\,u\), and the sum vanishes.

For the outgoing photon, put \(e_{\rm out}=K'\) and call the incoming polarisation \(e\). The spinors exchange roles:

\[
wK'=w(P'+K'-m)=w(P+K-m),
\qquad
K'u=-(P-K'-m)u .
\]

The direct diagram is again \(w\,e\,u\) and the crossed one \(-w\,e\,u\).

The gauge shift follows because \(M\) is linear in each polarisation:

\[
M(e_{\rm in}+cK,\,e_{\rm out}+c'K')
=M(e_{\rm in},e_{\rm out})+c'M(e_{\rm in},K')+c\,M(K,\,e_{\rm out}+c'K'),
\]

and the last two terms are zero.

## The same cancellation in Lean

The lemmas `propagator_cancels_column` and `propagator_cancels_row` contain the cancellation for \(u\) and for \(w\). In each, `hK` rewrites the action of \(K\) as that of the inverse propagator, using the Dirac equation, and the invertibility hypothesis then removes the product of the matrix and its inverse.

`direct_longitudinal` applies the column lemma directly. `crossed_longitudinal` first proves `hQ`, which is \(P-K'=P'+(-K)\), and applies the row lemma with \(-K\) in place of \(K\); this is where the minus sign arises. The main theorem adds the two results. The outgoing version uses the row lemma for the direct diagram and the column lemma for the crossed one. In `compton_gauge_shift`, `simp only` expands the amplitude by linearity, and `linear_combination c * h₁ + c' * h₂` subtracts the two vanishing terms displayed above.

The separate theorem `ward_takahashi` is the off-shell relation

\[
S(Q+K)\,K\,S(Q)=S(Q)-S(Q+K),
\]

obtained by writing \(K=(Q+K-m)-(Q-m)\) and multiplying out. It requires both propagators to exist. At \(Q=P\) with a nonzero spinor \(u\) the matrix \(P-m\) is singular, so the amplitude is treated with the two spinor lemmas instead.

## Backscattering from an electron at rest

The function `slash` gives \(E\gamma^0-p\gamma^1\) as a two-by-two matrix. In `comptonKinematics_witness` an electron of mass 1 at rest reverses a photon, whose energy falls from \(1/2\) to \(1/4\). The equations are checked entry by entry, and the two propagators exist because the determinants are \(-1\) and \(1/2\).

With \(e_{\rm in}=K\) and \(e_{\rm out}=-\gamma^1\), the direct diagram equals \(w\,e_{\rm out}\,u=1\) for the spinors in the code, or \(1/\sqrt2\) when both are normalised to \(\bar uu=2m\). `direct_diagram_alone_ne_zero` records that it is nonzero, so here the crossed diagram is needed for the cancellation. One space dimension has no transverse photon polarisation, and this \(e_{\rm out}\) is an algebraic choice, not the polarisation of a physical photon.
